# With fewer known terms than transitions, the isotope-shift determinant is proportional to the new coupling

Suppose a weak new interaction between electrons and nuclei adds a small amount to measured isotope shifts. If we subtract calculated mass and field shifts to find it, every error in those calculations stays in the remainder, where it can hide the new contribution or imitate it. A determinant of the measured shifts avoids the subtraction: the known terms alone make it zero, whatever the values of their factors, provided that each term is an electronic factor times a nuclear factor and that there are fewer known terms than transitions.

## The shift matrix

```lean
import Mathlib

open Matrix

namespace GeneralizedKingDeterminant

variable {𝕜 n k : Type*} [Field 𝕜] [Fintype n] [DecidableEq n] [Fintype k]
```

The first line loads the mathematical library Mathlib. The `variable` line fixes a field `𝕜`, which for measured shifts is the real numbers, and two finite sets of labels. The labels in `n` serve for both transitions and isotope pairs, so there are equally many of each; those in `k` count the known terms. Below, $n$ and $k$ also stand for the sizes of these sets, written `Fintype.card n` and `Fintype.card k` in Lean.

```lean
/-- The isotope shifts of transitions (rows) for isotope pairs (columns): known terms with
electronic factors `F` and nuclear factors `X`, plus a new interaction of coupling `t` with
electronic factors `u` and nuclear factors `v`. -/
def shiftMatrix (F : Matrix n k 𝕜) (X : Matrix k n 𝕜) (t : 𝕜) (u v : n → 𝕜) :
    Matrix n n 𝕜 :=
  F * X + t • vecMulVec u v
```

In ordinary notation, the shift of transition $i$ for isotope pair $j$ is

$$S_{ij}=\sum_a F_{ia}X_{aj}+t\,u_iv_j .$$

Here $F_{ia}$ and $X_{aj}$ are the electronic and nuclear factors of known term $a$, while $u_i$ and $v_j$ are those of the new interaction, with coupling $t$. `vecMulVec u v` is the outer product $uv^T$, and `•` multiplies by a scalar.

The model has no measurement errors. Any further effect in the shifts, such as a higher-order nuclear correction, must be included among the known terms, or it can contribute to the determinant just as a new interaction would.

## The known terms alone

```lean
/-- With fewer known terms than transitions, the determinant of the known isotope shifts
vanishes. -/
theorem det_known_eq_zero (F : Matrix n k 𝕜) (X : Matrix k n 𝕜)
    (h : Fintype.card k < Fintype.card n) : (F * X).det = 0 := by
  by_contra hne
  -- an invertible matrix has full rank, but the rank is at most the number of known terms
  have hu : IsUnit (F * X) :=
    (Matrix.isUnit_iff_isUnit_det _).2 (isUnit_iff_ne_zero.2 hne)
  have h1 := Matrix.rank_of_isUnit _ hu
  have h2 := Matrix.rank_mul_le_left F X
  have h3 := Matrix.rank_le_card_width F
  omega
```

A Lean theorem lists its data and hypotheses in parentheses, states its claim after the colon, and gives the proof after `:=`. Here the hypothesis `h` is $k<n$ and the claim is $\det(FX)=0$.

Every column of $FX$ is a combination of the $k$ columns of $F$, so its rank is at most $k$. A nonzero determinant would make the matrix invertible, with rank $n>k$, a contradiction. In the proof, `h1` gives the rank $n$, `h2` and `h3` give the bound $k$, and `omega` finds the conflict between the inequalities.

## Adding a rank-one term to any square matrix

```lean
/-- If `u i * v j` is added to the entries of `A` only in the rows `i` of `s`, the determinant
changes by the sum over these rows of `u i` times the determinant of `A` with row `i` replaced by
`v`. -/
theorem det_add_on_rows (A : Matrix n n 𝕜) (u v : n → 𝕜) (s : Finset n) :
    (Matrix.of fun i j => A i j + (if i ∈ s then u i else 0) * v j).det
      = A.det + ∑ i ∈ s, u i * (A.updateRow i v).det := by
  induction s using Finset.induction_on with
  | empty =>
    have h0 : (Matrix.of fun i j =>
        A i j + (if i ∈ (∅ : Finset n) then u i else 0) * v j) = A := by
      ext i j
      simp
    rw [h0, Finset.sum_empty, add_zero]
  | insert a s ha ih =>
    obtain ⟨B, hB⟩ : ∃ B : Matrix n n 𝕜,
        B = Matrix.of fun i j => A i j + (if i ∈ s then u i else 0) * v j := ⟨_, rfl⟩
    rw [← hB] at ih
    -- switch on the interaction in row `a`
    have h1 : (Matrix.of fun i j => A i j + (if i ∈ insert a s then u i else 0) * v j)
        = B.updateRow a (B a + u a • v) := by
      ext i j
      by_cases h : i = a
      · rw [h]
        simp [hB, ha]
      · simp [Matrix.updateRow_apply, hB, h]
    -- once row `a` equals `v`, the multiples of `v` in other rows do not matter
    have h2 : (B.updateRow a v).det = (A.updateRow a v).det := by
      apply Matrix.det_eq_of_forall_row_eq_smul_add_const
        (fun i => if i ∈ s then u i else 0) a (by simp [ha])
      intro i j
      by_cases h : i = a
      · rw [h]
        simp [ha]
      · simp [Matrix.updateRow_apply, hB, h]
    rw [h1, Matrix.det_updateRow_add, Matrix.updateRow_eq_self, Matrix.det_updateRow_smul,
      h2, ih, Finset.sum_insert ha]
    ring
```

Let $A^{(i\to v)}$ be $A$ with row $i$ replaced by $v$; in Lean this is `A.updateRow i v`. If the term $u_iv_j$ is added only in the rows of a set $s$, the theorem says that the determinant becomes

$$\det A+\sum_{i\in s}u_i\det A^{(i\to v)} .$$

The proof switches on one row at a time. For empty $s$ nothing changes. Now let $B$ be the matrix with the rows in $s$ already switched on, and let $a$ be a new row (here $a$ labels a transition). Row $a$ changes from $B_a$ to $B_a+u_av$. Since a determinant is linear in each row, the new value is

$$\det B+u_a\det B^{(a\to v)} .$$

In $B^{(a\to v)}$, each row $i\in s$ is $A_i+u_iv$, and row $a$ is $v$. Subtracting $u_i$ times row $a$ from row $i$ leaves the determinant unchanged and restores $A_i$. Hence $\det B^{(a\to v)}=\det A^{(a\to v)}$, and the formula already known for $\det B$ completes the step.

In Lean, `induction` separates the empty set from the step, `h1` describes the changed row, and `h2` carries out the row subtractions.

```lean
/-- The matrix determinant lemma in adjugate form: a rank-one term `u vᵀ` changes the
determinant of any square matrix `A` by `vᵀ adj(A) u`. -/
theorem det_add_rank_one (A : Matrix n n 𝕜) (u v : n → 𝕜) :
    (A + vecMulVec u v).det = A.det + v ⬝ᵥ (A.adjugate *ᵥ u) := by
  have h := det_add_on_rows A u v Finset.univ
  have hA : (Matrix.of fun i j =>
      A i j + (if i ∈ (Finset.univ : Finset n) then u i else 0) * v j)
      = A + vecMulVec u v := by
    ext i j
    simp [vecMulVec_apply]
  -- Cramer's rule: replacing row `i` by `v` gives the `i`-th entry of `vᵀ adj(A)`
  have hc : ∀ i, (A.updateRow i v).det = (v ᵥ* A.adjugate) i := by
    intro i
    rw [← Matrix.cramer_transpose_apply, Matrix.cramer_eq_adjugate_mulVec,
      ← Matrix.adjugate_transpose, Matrix.mulVec_transpose]
  rw [hA] at h
  rw [h, Matrix.dotProduct_mulVec, dotProduct]
  congr 1
  refine Finset.sum_congr rfl fun i _ => ?_
  rw [hc, mul_comm]
```

Now take $s$ to be all rows, `Finset.univ`. Expanding $\det A^{(i\to v)}$ along row $i$ gives $\sum_j v_jC_{ij}$, where $C_{ij}$ is the cofactor of $A$. The adjugate is the transposed cofactor matrix, $\operatorname{adj}(A)_{ji}=C_{ij}$, so

$$\det(A+uv^T)=\det A+\sum_{i,j}v_j\operatorname{adj}(A)_{ji}u_i=\det A+v^T\operatorname{adj}(A)\,u .$$

The symbols `⬝ᵥ`, `*ᵥ` and `ᵥ*` stand for the dot product, matrix times vector and vector times matrix; none of them involves complex conjugation. The step `hc` identifies each row-replaced determinant with an entry of $v^T\operatorname{adj}(A)$ through Cramer's rule. No inverse of $A$ appears, which matters because we shall use the singular matrix $A=FX$.

## The determinant isolates the coupling

```lean
/-- The generalized King determinant: with fewer known terms than transitions, the determinant
of the isotope shifts is the new coupling `t` times `vᵀ adj(F X) u`. -/
theorem king_determinant (F : Matrix n k 𝕜) (X : Matrix k n 𝕜) (t : 𝕜) (u v : n → 𝕜)
    (h : Fintype.card k < Fintype.card n) :
    (shiftMatrix F X t u v).det = t * (v ⬝ᵥ ((F * X).adjugate *ᵥ u)) := by
  have hs : t • vecMulVec u v = vecMulVec (t • u) v := by
    ext i j
    simp [vecMulVec_apply, mul_assoc]
  rw [shiftMatrix, hs, det_add_rank_one, det_known_eq_zero F X h, zero_add,
    Matrix.mulVec_smul, dotProduct_smul, smul_eq_mul]
```

This is the main result: if $k<n$, then

$$\det S=t\,v^T\operatorname{adj}(FX)\,u .$$

By hand, write $t\,uv^T=(tu)v^T$ and use the rank-one formula together with $\det(FX)=0$:

$$\det S=\det(FX)+v^T\operatorname{adj}(FX)(tu)=0+t\,v^T\operatorname{adj}(FX)\,u .$$

The step `hs` moves $t$ into the vector, and the final rewriting takes it out again.

For searches for new interactions in isotope-shift spectroscopy, this means that a nonzero determinant excludes $t=0$, within this model and with fewer known terms than transitions. A zero determinant does not establish $t=0$, because the coefficient may vanish. An ordinary King plot compares two transitions after dividing out known mass factors; with mass and field shift as the known terms, the determinant uses a third transition instead.

For a small instance with two transitions and one known term, take

$$F=\begin{pmatrix}1\\2\end{pmatrix},\quad X=\begin{pmatrix}3&1\end{pmatrix},\quad u=\begin{pmatrix}1\\1\end{pmatrix},\quad v=\begin{pmatrix}1\\2\end{pmatrix}.$$

Then

$$S=\begin{pmatrix}3+t&1+2t\\6+t&2+2t\end{pmatrix},\qquad \det S=(6+8t+2t^2)-(6+13t+2t^2)=-5t .$$

The formula agrees: $\operatorname{adj}(FX)=\begin{pmatrix}2&-1\\-6&3\end{pmatrix}$ sends $u$ to $(1,-3)^T$, whose dot product with $v$ is $-5$.

The condition $k<n$ is needed. With one transition, one known term and all factors equal to 1, we have $k=n=1$ and $\det S=1+t$. The formula would give $t$, since the adjugate of a $1\times1$ matrix is 1.

```lean
/-- If the known terms number at least two fewer than the transitions, the determinant of the
isotope shifts vanishes for every value of the new coupling. -/
theorem king_determinant_blind (F : Matrix n k 𝕜) (X : Matrix k n 𝕜) (t : 𝕜) (u v : n → 𝕜)
    (h : Fintype.card k + 1 < Fintype.card n) :
    (shiftMatrix F X t u v).det = 0 := by
  -- count the new interaction as one more known term
  have hp : shiftMatrix F X t u v
      = (Matrix.of fun i => Sum.elim (fun a => F i a) (fun _ : Unit => t * u i))
        * (Matrix.of (Sum.elim (fun a => X a) (fun _ : Unit => v))) := by
    ext i j
    simp [shiftMatrix, Matrix.mul_apply, vecMulVec_apply, mul_assoc]
  rw [hp]
  apply det_known_eq_zero
  simpa using h
```

Too few known terms make the determinant useless as a test: if $k+1<n$, it vanishes for every $t$. The new interaction can be counted as one more known term,

$$S=\begin{pmatrix}F&tu\end{pmatrix}\begin{pmatrix}X\\v^T\end{pmatrix},$$

so $S$ is a product with only $k+1$ inner terms, and the theorem on known terms applies. In Lean, `Unit` supplies the one extra label and `Sum.elim` joins the blocks. Under the condition $k<n$ of the main result, the determinant can therefore respond to $t$ only if $n=k+1$.

## One more transition than known terms

```lean
/-- The electronic factors of the new interaction and of the `m` known terms, side by side as
columns. -/
def electronicMatrix {m : ℕ} (F : Matrix (Fin (m + 1)) (Fin m) 𝕜) (u : Fin (m + 1) → 𝕜) :
    Matrix (Fin (m + 1)) (Fin (m + 1)) 𝕜 :=
  Matrix.of fun i => Matrix.vecCons (u i) (fun a => F i a)
```

From here on there are $m$ known terms and $m+1$ transitions. The type `Fin m` contains the labels $0,\dots,m-1$. The electronic matrix is $E=[u\,|\,F]$, with $u$ as its first column; `Matrix.vecCons` puts $u_i$ at the front of row $i$.

```lean
/-- The nuclear factors of the new interaction and of the `m` known terms, stacked as rows. -/
def nuclearMatrix {m : ℕ} (X : Matrix (Fin m) (Fin (m + 1)) 𝕜) (v : Fin (m + 1) → 𝕜) :
    Matrix (Fin (m + 1)) (Fin (m + 1)) 𝕜 :=
  Matrix.of (Matrix.vecCons v (fun a => X a))
```

The nuclear matrix $N$ has $v$ as its first row and the rows of $X$ below it.

```lean
/-- With exactly one more transition than known terms, the coefficient `vᵀ adj(F X) u` is the
product of an electronic and a nuclear determinant. -/
theorem sensitivity_factorises {m : ℕ} (F : Matrix (Fin (m + 1)) (Fin m) 𝕜)
    (X : Matrix (Fin m) (Fin (m + 1)) 𝕜) (u v : Fin (m + 1) → 𝕜) :
    v ⬝ᵥ ((F * X).adjugate *ᵥ u) = (electronicMatrix F u).det * (nuclearMatrix X v).det := by
  have hp : F * X + vecMulVec u v = electronicMatrix F u * nuclearMatrix X v := by
    ext i j
    simp [electronicMatrix, nuclearMatrix, Matrix.mul_apply, Fin.sum_univ_succ,
      vecMulVec_apply, add_comm]
  rw [← Matrix.det_mul, ← hp, det_add_rank_one, det_known_eq_zero F X (by simp), zero_add]
```

The coefficient of the coupling splits into an electronic and a nuclear part:

$$v^T\operatorname{adj}(FX)\,u=\det E\,\det N .$$

Multiplying the two matrices gives

$$(EN)_{ij}=u_iv_j+\sum_aF_{ia}X_{aj},$$

which is `hp`. Taking determinants, the left side gives $\det E\det N$. The right side gives $\det(FX)+v^T\operatorname{adj}(FX)u$, whose first term is zero.

In the numerical instance, $\det E=\det\begin{pmatrix}1&1\\1&2\end{pmatrix}=1$ and $\det N=\det\begin{pmatrix}1&2\\3&1\end{pmatrix}=-5$, with product $-5$ as before.

```lean
/-- With one more transition than known terms, and with nonzero electronic and nuclear
determinants, the new coupling is the determinant of the isotope shifts divided by their
product. -/
theorem coupling_from_shifts {m : ℕ} (F : Matrix (Fin (m + 1)) (Fin m) 𝕜)
    (X : Matrix (Fin m) (Fin (m + 1)) 𝕜) (t : 𝕜) (u v : Fin (m + 1) → 𝕜)
    (hE : (electronicMatrix F u).det ≠ 0) (hN : (nuclearMatrix X v).det ≠ 0) :
    t = (shiftMatrix F X t u v).det
      / ((electronicMatrix F u).det * (nuclearMatrix X v).det) := by
  rw [king_determinant F X t u v (by simp), sensitivity_factorises]
  exact (mul_div_cancel_right₀ t (mul_ne_zero hE hN)).symm

end GeneralizedKingDeterminant
```

If both determinants are nonzero, the coupling is

$$t=\frac{\det S}{\det E\,\det N} .$$

This is the main result with the factorised coefficient, divided by that coefficient. In the instance, $t=0.1$ gives shifts with determinant $3.1\cdot2.2-1.2\cdot6.1=-0.5$, and $-0.5/(-5)$ returns $0.1$.

The hypothesis `hE` says that the electronic factors of the new and known terms are linearly independent across the transitions: the new interaction has a pattern of its own, which no mixture of known terms can reproduce. `hN` says the same of the nuclear factors across the isotope pairs. Both are assumed, and must be judged for the atom and isotopes at hand.

Testing whether $\det S$ vanishes takes only the measured shifts. A value for $t$ also requires $u$ and $v$, but the factors of the known terms can be avoided. Adding $uv^T$ to $S$ raises the coupling by 1, so it changes $\det S$ by the coefficient $\det E\,\det N$; by the rank-one formula, the same change is $v^T\operatorname{adj}(S)\,u$. Hence $t=\det S/(v^T\operatorname{adj}(S)\,u)$, which contains only the measured shifts, $u$ and $v$. How experimental uncertainties carry over to $t$ is a separate question, and a pressing one when either determinant is small.

```lean
#print axioms GeneralizedKingDeterminant.king_determinant_blind
#print axioms GeneralizedKingDeterminant.coupling_from_shifts
```

```
'GeneralizedKingDeterminant.king_determinant_blind' depends on axioms: [propext, Classical.choice, Quot.sound]
'GeneralizedKingDeterminant.coupling_from_shifts' depends on axioms: [propext, Classical.choice, Quot.sound]
```
